# Two centred energy errors of norm 20 kcal/mol have a difference of norm at most 1 kcal/mol exactly when their correlation is at least 799/800

Q: A cheap electronic-structure method gets the energies of two isomers wrong by about 20 kcal/mol each, and I want the isomerisation energy to 1 kcal/mol. People say that the errors cancel. How similar must they be, and what do abstract vectors have to do with it?

A: Take a family of comparable isomer pairs. For each pair, record the error of the first energy and that of the second, and subtract from each its mean over the family. These centred errors are vectors $X$ and $Y$, with the average of a product as inner product. Their norms $s=\|X\|$ and $t=\|Y\|$ are standard deviations, and for nonzero errors $\rho=\langle X,Y\rangle/(st)$ is the usual correlation coefficient. The energy difference has centred error $X-Y$, up to a sign.

Q: Then do the algebra.

A: Expanding the square gives
$$\|X-Y\|^2=s^2+t^2-2\langle X,Y\rangle=s^2+t^2-2\rho st .$$
If a number $r$ satisfies the same equation in place of $\rho$, subtraction gives $2(r-\rho)st=0$, so $r=\rho$. By Cauchy-Schwarz $\langle X,Y\rangle\le st$, hence $\|X-Y\|^2\ge(s-t)^2$, with equality exactly at $\rho=1$. For a tolerance $\tau\ge0$, both sides of $\|X-Y\|\le\tau$ can be squared, and solving for $\rho$ gives
$$\rho\ge\frac{s^2+t^2-\tau^2}{2st}.$$
Now read your 20 kcal/mol as the standard deviation of each error, not as its mean; a mean error shared by both isomers cancels whatever the correlation. For $s=t=20$ and $\tau=1$ the right side is $(400+400-1)/800=799/800$. Uncorrelated errors would leave $\sqrt{800}\approx28.3$ kcal/mol.

Q: What does Lean take an error to be?

A: An element of `E`, any real inner-product space, of finite or infinite dimension. Energies are plain numbers in one fixed unit.

```lean
import Mathlib

open Finset

namespace ReactionErrorCancellation

noncomputable section

variable {E : Type*} [NormedAddCommGroup E] [InnerProductSpace ℝ E]

/-- The correlation of two centred energy errors: their inner product divided by the product
of their norms. It is meant for nonzero errors. -/
def errorCorrelation (X Y : E) : ℝ := inner ℝ X Y / (‖X‖ * ‖Y‖)
```

Q: Nothing there says "centred".

A: Correct. The theorems hold for all vectors that meet their hypotheses; centring is what makes `errorCorrelation` the statistical correlation. With centred errors the theorems say nothing about the mean error, which a real calculation must also account for. If the two means differ by $m$, the mean-square error of the difference is $\|X-Y\|^2+m^2$. Also, a norm of at most 1 limits the spread over the family, not the error of each pair.

Q: Show me the first identity.

A: It is stated as an equivalence, so it includes the uniqueness of $r$.

```lean
/-- For nonzero errors of sizes `s` and `t`, the correlation is the one number `r` for which
the squared error of the energy difference equals `s² + t² - 2 r s t`. -/
theorem difference_error_sq_iff {X Y : E} (hX : X ≠ 0) (hY : Y ≠ 0) (r : ℝ) :
    ‖X - Y‖ ^ 2 = ‖X‖ ^ 2 + ‖Y‖ ^ 2 - 2 * r * ‖X‖ * ‖Y‖ ↔ r = errorCorrelation X Y := by
  have hs : 0 < ‖X‖ := norm_pos_iff.mpr hX
  have ht : 0 < ‖Y‖ := norm_pos_iff.mpr hY
  rw [norm_sub_sq_real, errorCorrelation, eq_div_iff (mul_pos hs ht).ne']
  constructor <;> intro h <;> linarith
```

`norm_sub_sq_real` expands the square, and `eq_div_iff` turns $r=\langle X,Y\rangle/(st)$ into $r\,st=\langle X,Y\rangle$. Each direction is then linear. If $Y=0$, the equation reads $\|X\|^2=\|X\|^2$ and every $r$ solves it, so uniqueness fails.

Q: And the lower bound?

A: `real_inner_le_norm` is the Cauchy-Schwarz step. For the equality case, $(s-t)^2$ is rewritten as the right side of the identity at $r=1$, and uniqueness does the rest.

```lean
/-- For nonzero errors, the squared error of an energy difference is at least the square of the
difference of the two error sizes, and this bound is attained exactly at correlation one. -/
theorem difference_error_lower_bound {X Y : E} (hX : X ≠ 0) (hY : Y ≠ 0) :
    (‖X‖ - ‖Y‖) ^ 2 ≤ ‖X - Y‖ ^ 2 ∧
      (‖X - Y‖ ^ 2 = (‖X‖ - ‖Y‖) ^ 2 ↔ errorCorrelation X Y = 1) := by
  constructor
  · -- Cauchy-Schwarz bounds the part that can cancel
    rw [norm_sub_sq_real]
    nlinarith [real_inner_le_norm X Y]
  · have e : (‖X‖ - ‖Y‖) ^ 2 = ‖X‖ ^ 2 + ‖Y‖ ^ 2 - 2 * 1 * ‖X‖ * ‖Y‖ := by ring
    rw [e, difference_error_sq_iff hX hY 1]
    exact eq_comm
```

Q: Now the tolerance.

A: `sq_le_sq₀` squares the inequality, `div_le_iff₀` clears the positive denominator, and `key` inserts the identity.

```lean
/-- For nonzero errors of sizes `s` and `t`, the error of the energy difference has norm at most a
tolerance `τ ≥ 0` exactly when the correlation is at least `(s² + t² - τ²) / (2 s t)`. -/
theorem difference_error_le_iff {X Y : E} (hX : X ≠ 0) (hY : Y ≠ 0) {τ : ℝ} (hτ : 0 ≤ τ) :
    ‖X - Y‖ ≤ τ ↔
      (‖X‖ ^ 2 + ‖Y‖ ^ 2 - τ ^ 2) / (2 * ‖X‖ * ‖Y‖) ≤ errorCorrelation X Y := by
  have hs : 0 < ‖X‖ := norm_pos_iff.mpr hX
  have ht : 0 < ‖Y‖ := norm_pos_iff.mpr hY
  have key := (difference_error_sq_iff hX hY (errorCorrelation X Y)).mpr rfl
  rw [div_le_iff₀ (by positivity), ← sq_le_sq₀ (norm_nonneg (X - Y)) hτ, key]
  constructor <;> intro h <;> linarith
```

The kcal/mol statement follows by substitution. Norm 20 already implies that the vectors are nonzero.

```lean
/-- If both energies have errors of size 20 kcal/mol, their difference has an error of size at most
1 kcal/mol exactly when the correlation is at least 799/800. -/
theorem twenty_to_one_kcal {X Y : E} (hX : ‖X‖ = 20) (hY : ‖Y‖ = 20) :
    ‖X - Y‖ ≤ 1 ↔ 799 / 800 ≤ errorCorrelation X Y := by
  have hX0 : X ≠ 0 := norm_pos_iff.mp (by rw [hX]; norm_num)
  have hY0 : Y ≠ 0 := norm_pos_iff.mp (by rw [hY]; norm_num)
  rw [difference_error_le_iff hX0 hY0 zero_le_one, hX, hY]
  norm_num
```

Q: Most reactions involve more than two species.

A: Give species $i$ the centred error $X_i$ and a real stoichiometric coefficient $\nu_i$, negative for reactants. The reaction error is $\sum_i\nu_iX_i$.

```lean
variable {ι : Type*} [Fintype ι]

/-- The error of a reaction energy: the species errors `X i` weighted by the stoichiometric
coefficients `ν i`. -/
def reactionError (ν : ι → ℝ) (X : ι → E) : E := ∑ i, ν i • X i
```

Suppose that all errors have size $s$ and that different ones have inner product $\rho s^2$. Then $\langle X_i,X_j\rangle=s^2\rho+s^2(1-\rho)\delta_{ij}$, where $\delta_{ij}$ is 1 for $i=j$ and 0 otherwise. The double sum becomes
$$\Big\|\sum_i\nu_iX_i\Big\|^2=s^2\Big[(1-\rho)\sum_i\nu_i^2+\rho\Big(\sum_i\nu_i\Big)^2\Big].$$
In the Lean proof, `h` is this split of the inner product, `row` sums over $j$ for fixed $i$, and the last rewrite sums over $i$.

```lean
/-- If all species errors have size `s` and any two different ones have inner product `ρ s²`,
the squared reaction error is `s² ((1 - ρ) ∑ νᵢ² + ρ (∑ νᵢ)²)`. -/
theorem reactionError_sq (ν : ι → ℝ) (X : ι → E) {s ρ : ℝ} (hs : ∀ i, ‖X i‖ = s)
    (hρ : ∀ i j, i ≠ j → inner ℝ (X i) (X j) = ρ * s ^ 2) :
    ‖reactionError ν X‖ ^ 2 =
      s ^ 2 * ((1 - ρ) * ∑ i, ν i ^ 2 + ρ * (∑ i, ν i) ^ 2) := by
  classical
  -- the covariance is a constant part plus an extra diagonal part
  have h : ∀ i j, inner ℝ (X i) (X j) =
      s ^ 2 * ρ + if i = j then s ^ 2 * (1 - ρ) else 0 := by
    intro i j
    by_cases hij : i = j
    · subst hij
      rw [real_inner_self_eq_norm_sq, hs, if_pos rfl]
      ring
    · rw [hρ i j hij, if_neg hij]
      ring
  -- contribution of one species, summed over its partners
  have row : ∀ i, inner ℝ (ν i • X i) (∑ j, ν j • X j) =
      s ^ 2 * ρ * (∑ j, ν j) * ν i + s ^ 2 * (1 - ρ) * ν i ^ 2 := by
    intro i
    rw [inner_sum]
    calc ∑ j, inner ℝ (ν i • X i) (ν j • X j)
        = ∑ j, (s ^ 2 * ρ * ν i * ν j +
            if i = j then s ^ 2 * (1 - ρ) * ν i * ν j else 0) := by
          refine Finset.sum_congr rfl fun j _ => ?_
          rw [real_inner_smul_left, real_inner_smul_right, h]
          split_ifs <;> ring
      _ = _ := by
          rw [Finset.sum_add_distrib, Finset.sum_ite_eq, if_pos (Finset.mem_univ i),
            ← Finset.mul_sum]
          ring
  rw [← real_inner_self_eq_norm_sq, reactionError, sum_inner,
    Finset.sum_congr rfl fun i _ => row i, Finset.sum_add_distrib,
    ← Finset.mul_sum, ← Finset.mul_sum]
  ring
```

Q: Equal sizes and equal correlations are a strong assumption.

A: They are, and they are assumed, not derived. For $0\le\rho\le1$ they hold, for example, if each error is the sum of a shared part, the same for all species, and an individual part, equally large for all species, with all these parts uncorrelated. One might hope for this among similar molecules. When the coefficients sum to zero, the formula gives the correlation needed to keep the norm of the reaction error within a tolerance.

If $\sum_i\nu_i=0$, the second term vanishes. With $s>0$ and some $\nu_i\neq0$, the condition $s^2(1-\rho)\sum_i\nu_i^2\le\tau^2$ rearranges to
$$\rho\ge1-\frac{\tau^2}{s^2\sum_i\nu_i^2}.$$

```lean
/-- Let the stoichiometric coefficients sum to zero without all vanishing, and let the species
errors have common size `s > 0` and pairwise correlation `ρ`. The reaction error then has norm at
most a tolerance `τ ≥ 0` exactly when `ρ` is at least `1 - τ² / (s² ∑ νᵢ²)`. -/
theorem balanced_reactionError_le_iff {ν : ι → ℝ} (hν : ν ≠ 0) (h0 : ∑ i, ν i = 0)
    (X : ι → E) {s ρ τ : ℝ} (hs0 : 0 < s) (hτ : 0 ≤ τ) (hs : ∀ i, ‖X i‖ = s)
    (hρ : ∀ i j, i ≠ j → inner ℝ (X i) (X j) = ρ * s ^ 2) :
    ‖reactionError ν X‖ ≤ τ ↔ 1 - τ ^ 2 / (s ^ 2 * ∑ i, ν i ^ 2) ≤ ρ := by
  obtain ⟨i, hi⟩ := Function.ne_iff.mp hν
  have hi' : ν i ≠ 0 := hi
  have hN : 0 < ∑ i, ν i ^ 2 :=
    Finset.sum_pos' (fun j _ => sq_nonneg (ν j)) ⟨i, Finset.mem_univ i, by positivity⟩
  have hP : 0 < s ^ 2 * ∑ i, ν i ^ 2 := by positivity
  -- the part common to all species drops out
  have key := reactionError_sq ν X hs hρ
  rw [h0] at key
  rw [sub_le_comm, le_div_iff₀ hP, ← sq_le_sq₀ (norm_nonneg (reactionError ν X)) hτ, key]
  constructor <;> intro h <;> linarith
```

Here `hN` shows that $\sum_i\nu_i^2$ is positive, `key` is the previous formula with the zero sum inserted, and the rest is squaring and rearranging as before.

Q: "Balanced" usually means that atoms are conserved.

A: In the theorem's name it means that the coefficients sum to zero, so the number of molecules is unchanged. An association A + B → C conserves atoms but has $\nu=(-1,-1,1)$, with sum $-1$. Let all three errors be the same unit vector, so $s=\rho=1$. The reaction error has norm 1. For $\tau=1/2$ the criterion asks only for $\rho\ge11/12$, which holds, yet $1>1/2$. Without the zero sum, the equivalence can fail.

Q: Can three errors really share one size and one correlation?

A: Yes: take $(2,1,1)$, $(1,2,1)$ and $(1,1,2)$. The coordinates are amplitudes of three uncorrelated error sources of unit variance, not samples.

```lean
/-- Three species errors in a three-dimensional error space: component `k` of error `i` is 2
if `k = i` and 1 otherwise. -/
def sharedErrors (i : Fin 3) : EuclideanSpace ℝ (Fin 3) :=
  WithLp.toLp 2 (fun k => if k = i then 2 else 1)
```

Each squared norm is $4+1+1=6$, and each mixed inner product is $2+2+1=5$, so $s=\sqrt6$ and $\rho=5/6$. Lean checks the same sums, index by index, with `fin_cases`.

```lean
/-- The three errors `sharedErrors` have common size `√6`, and any two different ones have
inner product `(5/6) (√6)²`. -/
theorem sharedErrors_witness :
    (∀ i, ‖sharedErrors i‖ = √6) ∧
      ∀ i j, i ≠ j → inner ℝ (sharedErrors i) (sharedErrors j) = 5 / 6 * √6 ^ 2 := by
  constructor
  · intro i
    rw [EuclideanSpace.norm_eq]
    congr 1
    fin_cases i <;> simp [sharedErrors, Fin.sum_univ_three] <;> norm_num
  · intro i j hij
    rw [Real.sq_sqrt (by norm_num), PiLp.inner_apply]
    fin_cases i <;> fin_cases j <;>
      simp [sharedErrors, Fin.sum_univ_three] at hij ⊢ <;> norm_num

end

end ReactionErrorCancellation
```

For A + B → 2C, with $\nu=(-1,-1,2)$, the reaction error is $(-1,-1,2)$, of squared norm 6. The formula agrees: $6\cdot\tfrac16\cdot6=6$. Uncorrelated errors of the same size would give $6\cdot6=36$, so the correlation lowers the error from 6 to $\sqrt6\approx2.45$.

```lean
#print axioms ReactionErrorCancellation.difference_error_lower_bound
#print axioms ReactionErrorCancellation.twenty_to_one_kcal
#print axioms ReactionErrorCancellation.balanced_reactionError_le_iff
```

```
'ReactionErrorCancellation.difference_error_lower_bound' depends on axioms: [propext, Classical.choice, Quot.sound]
'ReactionErrorCancellation.twenty_to_one_kcal' depends on axioms: [propext, Classical.choice, Quot.sound]
'ReactionErrorCancellation.balanced_reactionError_le_iff' depends on axioms: [propext, Classical.choice, Quot.sound]
```
